# With two nonzero gradient components, a shift between the Hessian eigenvalues cannot make a saddle-search step arbitrarily short

Take two vibrational modes with Hessian eigenvalues −1 and 1, and a gradient component of 1 along each. I want to climb along the first mode and descend along the second, so I use a shifted Newton step with a shift between −1 and 1. Shift 0 gives a step of length √2, which is too long for my trust radius of 0.3. But when I move the shift to 0.5 or −0.5, the step grows to about 2.1. My root finder never reaches 0.3. Is it broken, or is there no such shift?

## No shift between −1 and 1 gives a step shorter than √2

The root finder is not at fault. Moving the shift away from one eigenvalue moves it towards the other, so one component of the step shrinks while the other grows.

In general, let b1 < b2 be the eigenvalues, f1 and f2 the gradient components, and u the shift. The step components are −f1/(b1 − u) and −f2/(b2 − u). For u between the eigenvalues and nonzero f1 and f2, the first has the sign of f1 and so starts uphill, while the second has the sign opposite to f2 and starts downhill. These are directions at the current point; a long step can overshoot, so they do not fix the sign of the energy change over the whole step. The squared length is

S(u) = f1²/(u − b1)² + f2²/(b2 − u)².

If f1 and f2 are nonzero, a step of length D > 0 exists in this interval exactly when

(|f1|^(2/3) + |f2|^(2/3))³ ≤ D²(b2 − b1)².

In your example this reads 8 ≤ 4D², so D must be at least √2.

To derive the condition, write P = |f1|^(2/3), Q = |f2|^(2/3) and L = b2 − b1, so that P³ = f1² and Q³ = f2². Let x = u − b1 and y = b2 − u be the distances to the eigenvalues; then x + y = L. For any t ≥ 0,

P³ − 3P(tx)² + 2(tx)³ = (P − tx)²(P + 2tx) ≥ 0.

Division by x² gives a bound that is linear in x:

P³/x² ≥ 3Pt² − 2t³x.

The same holds for Q and y. Adding the two bounds with the same t leaves only x + y = L:

S(u) ≥ 3(P + Q)t² − 2t³L.

With t = (P + Q)/L the right side becomes (P + Q)t² = (P + Q)³/L². Every step of length D therefore satisfies the condition.

Equality requires P = tx and Q = ty, that is, x = PL/(P + Q) and y = QL/(P + Q). The corresponding shift is

u* = (Q b1 + P b2)/(P + Q),

and substitution gives S(u*) = P(P + Q)²/L² + Q(P + Q)²/L² = (P + Q)³/L².

Now let D² ≥ S(u*), and put d = u* − b1. At the distance

x = |f1|d/(|f1| + Dd)

from b1 we have 0 < x ≤ d and Dx ≤ |f1|, so the first mode alone contributes f1²/x² ≥ D². Since S is continuous between b1 + x and u*, it takes the value D² somewhere on that stretch.

For your search this means that reducing the trust radius below the threshold cannot succeed with a single shift in this interval. A shift far below b1 does give short steps, but they go downhill in both modes. Separate shifts for the two modes, or scaling the whole step back, can give a short step with the desired directions.

## Eigenvalues, gradient components and step length in Lean

The main theorem, `shift_exists_iff`, takes real numbers with `b1 < b2`, `f1 ≠ 0` and `f2 ≠ 0`, and states the equivalence above. `D` may be any real number, because only its square enters; the radius is |D|. If exactly one gradient component vanished, the threshold length would be approached at one end of the interval but never reached, and the equivalence would fail at equality.

`stepSq` is S(u), `modeWeight f` is |f|^(2/3), and `bestShift` is u*. Many texts write λ for the shift, here `u`, and use f for a force, whereas here `f1` and `f2` are components of the gradient.

Two further theorems extend this. `two_shifts` says that a radius strictly above the threshold belongs to at least two shifts, one on each side of `bestShift`, so a root finder must choose between them. `many_mode_bound` treats any finite set of modes. If the step components `s k` solve `(b k - u) * s k = -f k` and `u` lies between the eigenvalues of modes `i` and `j`, the full step obeys the lower bound of that pair. Extra modes therefore cannot bring the step length below that bound. This theorem gives a lower bound only, with no existence statement for many modes.

The numbers `b` and `f` are simply given. That they come from diagonalising a molecule's Hessian in an orthonormal basis, so that the sum of squares is the squared step length in the coordinates of that Hessian, is the link to a real calculation which the hypotheses leave to the user. The result concerns trust-radius control in transition-state searches, within one local quadratic model and with one common shift; it says nothing about how good the resulting step is.

```lean
import Mathlib

open Finset

namespace SaddleSearchShift

noncomputable section

/-- Squared length of the shifted Newton step in two modes with Hessian eigenvalues `b1`, `b2`
and gradient components `f1`, `f2`, for a shift `u` different from `b1` and `b2`. -/
def stepSq (b1 b2 f1 f2 u : ℝ) : ℝ := f1 ^ 2 / (u - b1) ^ 2 + f2 ^ 2 / (b2 - u) ^ 2

/-- The weight `|f|^(2/3)` of a mode with gradient component `f`. -/
def modeWeight (f : ℝ) : ℝ := |f| ^ (2 / 3 : ℝ)

/-- The mean of the two eigenvalues in which `b2` carries the weight of mode 1 and `b1` that of
mode 2, for gradient components that are not both zero. -/
def bestShift (b1 b2 f1 f2 : ℝ) : ℝ :=
  (modeWeight f2 * b1 + modeWeight f1 * b2) / (modeWeight f1 + modeWeight f2)

/-- The cube of the weight of a mode is its squared gradient component. -/
theorem modeWeight_cube (f : ℝ) : modeWeight f ^ 3 = f ^ 2 := by
  unfold modeWeight
  have e : (2 / 3 : ℝ) * ((3 : ℕ) : ℝ) = ((2 : ℕ) : ℝ) := by norm_num
  rw [← Real.rpow_natCast (|f| ^ (2 / 3 : ℝ)) 3, ← Real.rpow_mul (abs_nonneg f), e,
    Real.rpow_natCast, sq_abs]

/-- Tangent bound for one mode: for `P, t ≥ 0` and distance `x > 0` from the eigenvalue, `P³/x²` is
at least `3Pt² - 2t³x`, which is linear in `x`. -/
theorem mode_bound {P x t : ℝ} (hP : 0 ≤ P) (hx : 0 < x) (ht : 0 ≤ t) :
    3 * P * t ^ 2 - 2 * t ^ 3 * x ≤ P ^ 3 / x ^ 2 := by
  rw [le_div_iff₀ (by positivity)]
  nlinarith [mul_nonneg (sq_nonneg (P - t * x)) (by positivity : 0 ≤ P + 2 * (t * x))]

/-- For every shift strictly between the two eigenvalues, the squared step length times the
squared eigenvalue gap is at least the cube of the summed mode weights. -/
theorem stepSq_lower_bound {b1 b2 u : ℝ} (f1 f2 : ℝ) (h1 : b1 < u) (h2 : u < b2) :
    (modeWeight f1 + modeWeight f2) ^ 3 ≤ stepSq b1 b2 f1 f2 u * (b2 - b1) ^ 2 := by
  have hP : 0 ≤ modeWeight f1 := Real.rpow_nonneg (abs_nonneg _) _
  have hQ : 0 ≤ modeWeight f2 := Real.rpow_nonneg (abs_nonneg _) _
  have hL : 0 < b2 - b1 := by linarith
  -- the common slope parameter of the two tangent bounds
  obtain ⟨t, ht, htL⟩ : ∃ t : ℝ, 0 ≤ t ∧ t * (b2 - b1) = modeWeight f1 + modeWeight f2 :=
    ⟨(modeWeight f1 + modeWeight f2) / (b2 - b1), div_nonneg (add_nonneg hP hQ) hL.le,
      div_mul_cancel₀ _ hL.ne'⟩
  have A := mode_bound hP (sub_pos.2 h1) ht
  have B := mode_bound hQ (sub_pos.2 h2) ht
  rw [modeWeight_cube] at A B
  have e : 3 * modeWeight f1 * t ^ 2 - 2 * t ^ 3 * (u - b1)
      + (3 * modeWeight f2 * t ^ 2 - 2 * t ^ 3 * (b2 - u))
      = (modeWeight f1 + modeWeight f2) * t ^ 2 := by
    linear_combination (-2 * t ^ 2) * htL
  have hs : (modeWeight f1 + modeWeight f2) * t ^ 2 ≤ stepSq b1 b2 f1 f2 u := by
    unfold stepSq
    linarith
  calc (modeWeight f1 + modeWeight f2) ^ 3
      = (modeWeight f1 + modeWeight f2) * t ^ 2 * (b2 - b1) ^ 2 := by rw [← htL]; ring
    _ ≤ _ := mul_le_mul_of_nonneg_right hs (sq_nonneg _)

/-- For `b1 < b2` and nonzero gradient components, `bestShift` lies strictly between the
eigenvalues and turns the lower bound on the step length into an equality. -/
theorem bestShift_spec {b1 b2 f1 f2 : ℝ} (hb : b1 < b2) (hf1 : f1 ≠ 0) (hf2 : f2 ≠ 0) :
    b1 < bestShift b1 b2 f1 f2 ∧ bestShift b1 b2 f1 f2 < b2 ∧
      stepSq b1 b2 f1 f2 (bestShift b1 b2 f1 f2) * (b2 - b1) ^ 2
        = (modeWeight f1 + modeWeight f2) ^ 3 := by
  have hP : 0 < modeWeight f1 := Real.rpow_pos_of_pos (abs_pos.2 hf1) _
  have hQ : 0 < modeWeight f2 := Real.rpow_pos_of_pos (abs_pos.2 hf2) _
  have hL : 0 < b2 - b1 := sub_pos.2 hb
  have hS : 0 < modeWeight f1 + modeWeight f2 := add_pos hP hQ
  have key : ∀ P Q L : ℝ, 0 < P → 0 < Q → 0 < L →
      (P ^ 3 / (P * L / (P + Q)) ^ 2 + Q ^ 3 / (Q * L / (P + Q)) ^ 2) * L ^ 2
        = (P + Q) ^ 3 := by
    intro P Q L hP hQ hL
    have hPQ : P + Q ≠ 0 := (add_pos hP hQ).ne'
    field_simp
  -- the distances to the eigenvalues are proportional to the mode weights
  have e1 : bestShift b1 b2 f1 f2 - b1
      = modeWeight f1 * (b2 - b1) / (modeWeight f1 + modeWeight f2) := by
    unfold bestShift
    rw [eq_div_iff hS.ne', sub_mul, div_mul_cancel₀ _ hS.ne']
    ring
  have e2 : b2 - bestShift b1 b2 f1 f2
      = modeWeight f2 * (b2 - b1) / (modeWeight f1 + modeWeight f2) := by
    unfold bestShift
    rw [eq_div_iff hS.ne', sub_mul, div_mul_cancel₀ _ hS.ne']
    ring
  refine ⟨sub_pos.1 ?_, sub_pos.1 ?_, ?_⟩
  · rw [e1]; exact div_pos (mul_pos hP hL) hS
  · rw [e2]; exact div_pos (mul_pos hQ hL) hS
  · unfold stepSq
    rw [e1, e2, ← modeWeight_cube f1, ← modeWeight_cube f2]
    exact key _ _ _ hP hQ hL

/-- If `f1` is nonzero and a shift `w` between the eigenvalues gives a step no longer than `|D|`,
then some shift greater than `b1` and at most `w` gives a step of length exactly `|D|`. -/
theorem exists_shift_left {b1 b2 f1 f2 w D : ℝ} (hf : f1 ≠ 0) (h1 : b1 < w) (h2 : w < b2)
    (h : stepSq b1 b2 f1 f2 w ≤ D ^ 2) :
    ∃ u, b1 < u ∧ u ≤ w ∧ stepSq b1 b2 f1 f2 u = D ^ 2 := by
  obtain ⟨d, rfl⟩ : ∃ d, w = b1 + d := ⟨w - b1, by ring⟩
  have hd : 0 < d := by linarith
  have ha : 0 < |f1| := abs_pos.2 hf
  have hden : 0 < |f1| + |D| * d := by positivity
  -- a point so close to `b1` that mode 1 alone already exceeds the radius
  obtain ⟨x, hx⟩ : ∃ x, x = |f1| * d / (|f1| + |D| * d) := ⟨_, rfl⟩
  have hx0 : 0 < x := by rw [hx]; positivity
  have hxd : x ≤ d := by
    rw [hx, div_le_iff₀ hden]
    nlinarith [mul_nonneg (abs_nonneg D) (mul_pos hd hd).le]
  have hDx : |D| * x ≤ |f1| := by
    rw [hx, ← mul_div_assoc, div_le_iff₀ hden]
    nlinarith [mul_pos ha ha]
  have hsq := pow_le_pow_left₀ (by positivity) hDx 2
  rw [mul_pow, sq_abs, sq_abs] at hsq
  have hbig : D ^ 2 ≤ stepSq b1 b2 f1 f2 (b1 + x) := by
    unfold stepSq
    have e : b1 + x - b1 = x := by ring
    have hm : D ^ 2 ≤ f1 ^ 2 / x ^ 2 := by rwa [le_div_iff₀ (by positivity)]
    have hn : 0 ≤ f2 ^ 2 / (b2 - (b1 + x)) ^ 2 := by positivity
    rw [e]
    linarith
  have hc : ContinuousOn (stepSq b1 b2 f1 f2) (Set.Icc (b1 + x) (b1 + d)) := by
    have k1 : ContinuousOn (fun _ : ℝ => f1 ^ 2) (Set.Icc (b1 + x) (b1 + d)) :=
      continuousOn_const
    have k2 : ContinuousOn (fun _ : ℝ => f2 ^ 2) (Set.Icc (b1 + x) (b1 + d)) :=
      continuousOn_const
    have g1 : ContinuousOn (fun u : ℝ => (u - b1) ^ 2) (Set.Icc (b1 + x) (b1 + d)) := by
      fun_prop
    have g2 : ContinuousOn (fun u : ℝ => (b2 - u) ^ 2) (Set.Icc (b1 + x) (b1 + d)) := by
      fun_prop
    exact (k1.div g1 fun u hu => (pow_pos (sub_pos.2 (by linarith [hu.1])) 2).ne').add
      (k2.div g2 fun u hu => (pow_pos (sub_pos.2 (by linarith [hu.2])) 2).ne')
  obtain ⟨u, hu, hval⟩ := intermediate_value_Icc' (by linarith) hc ⟨h, hbig⟩
  exact ⟨u, by linarith [hu.1], hu.2, hval⟩

/-- Attainable radii: for `b1 < b2` and nonzero gradient components, a shift between the
eigenvalues with step length `|D|` exists if and only if `D²(b2 - b1)²` is at least
`(|f1|^(2/3) + |f2|^(2/3))³`. -/
theorem shift_exists_iff {b1 b2 f1 f2 : ℝ} (hb : b1 < b2) (hf1 : f1 ≠ 0) (hf2 : f2 ≠ 0)
    (D : ℝ) :
    (∃ u, b1 < u ∧ u < b2 ∧ f1 ^ 2 / (u - b1) ^ 2 + f2 ^ 2 / (b2 - u) ^ 2 = D ^ 2) ↔
      (|f1| ^ (2 / 3 : ℝ) + |f2| ^ (2 / 3 : ℝ)) ^ 3 ≤ D ^ 2 * (b2 - b1) ^ 2 := by
  change (∃ u, b1 < u ∧ u < b2 ∧ stepSq b1 b2 f1 f2 u = D ^ 2) ↔
    (modeWeight f1 + modeWeight f2) ^ 3 ≤ D ^ 2 * (b2 - b1) ^ 2
  constructor
  · rintro ⟨u, h1, h2, hu⟩
    rw [← hu]
    exact stepSq_lower_bound f1 f2 h1 h2
  · intro h
    obtain ⟨h1, h2, he⟩ := bestShift_spec hb hf1 hf2
    rw [← he] at h
    obtain ⟨u, hu1, hu2, hu⟩ := exists_shift_left hf1 h1 h2
      (le_of_mul_le_mul_right h (pow_pos (sub_pos.2 hb) 2))
    exact ⟨u, hu1, lt_of_le_of_lt hu2 h2, hu⟩

/-- For `b1 < b2`, nonzero gradient components and a radius strictly above the threshold, there
are shifts on both sides of `bestShift` that give the same step length `|D|`. -/
theorem two_shifts {b1 b2 f1 f2 D : ℝ} (hb : b1 < b2) (hf1 : f1 ≠ 0) (hf2 : f2 ≠ 0)
    (h : (modeWeight f1 + modeWeight f2) ^ 3 < D ^ 2 * (b2 - b1) ^ 2) :
    ∃ u v, b1 < u ∧ u < bestShift b1 b2 f1 f2 ∧ bestShift b1 b2 f1 f2 < v ∧ v < b2 ∧
      stepSq b1 b2 f1 f2 u = D ^ 2 ∧ stepSq b1 b2 f1 f2 v = D ^ 2 := by
  obtain ⟨h1, h2, he⟩ := bestShift_spec hb hf1 hf2
  rw [← he] at h
  have hlt := lt_of_mul_lt_mul_right h (sq_nonneg (b2 - b1))
  -- reflecting the spectrum exchanges the two modes
  have refl : ∀ y, stepSq (-b2) (-b1) f2 f1 (-y) = stepSq b1 b2 f1 f2 y := by
    intro y
    unfold stepSq
    have e1 : -y - -b2 = b2 - y := by ring
    have e2 : -b1 - -y = y - b1 := by ring
    rw [e1, e2]
    exact add_comm _ _
  obtain ⟨u, hu1, hu2, hu⟩ := exists_shift_left hf1 h1 h2 hlt.le
  obtain ⟨v, hv1, hv2, hv⟩ := exists_shift_left hf2 (neg_lt_neg h2) (neg_lt_neg h1)
    ((refl _).le.trans hlt.le)
  have hv' : stepSq b1 b2 f1 f2 (-v) = D ^ 2 := by rw [← refl, neg_neg, hv]
  refine ⟨u, -v, hu1, lt_of_le_of_ne hu2 ?_, lt_of_le_of_ne (by linarith) ?_, by linarith,
    hu, hv'⟩
  · intro e
    rw [e] at hu
    linarith
  · intro e
    rw [← e] at hv'
    linarith

/-- Any finite number of modes: if a step `s` solves the shifted Newton equations and the shift
lies between the eigenvalues of modes `i` and `j`, its length obeys the two-mode lower bound. -/
theorem many_mode_bound {ι : Type*} [Fintype ι] (b f s : ι → ℝ) {u : ℝ} {i j : ι}
    (newton : ∀ k, (b k - u) * s k = -f k) (hi : b i < u) (hj : u < b j) :
    (modeWeight (f i) + modeWeight (f j)) ^ 3 ≤ (∑ k, s k ^ 2) * (b j - b i) ^ 2 := by
  classical
  have hij : i ≠ j := by
    rintro rfl
    linarith
  have hf : ∀ k, f k = (u - b k) * s k := fun k => by linear_combination newton k
  have ei : f i ^ 2 / (u - b i) ^ 2 = s i ^ 2 := by
    rw [div_eq_iff (pow_pos (sub_pos.2 hi) 2).ne', hf i]
    ring
  have ej : f j ^ 2 / (b j - u) ^ 2 = s j ^ 2 := by
    rw [div_eq_iff (pow_pos (sub_pos.2 hj) 2).ne', hf j]
    ring
  -- the remaining modes can only lengthen the step
  have hs : stepSq (b i) (b j) (f i) (f j) u ≤ ∑ k, s k ^ 2 := by
    unfold stepSq
    rw [ei, ej, ← Finset.sum_pair (f := fun k => s k ^ 2) hij]
    exact Finset.sum_le_sum_of_subset_of_nonneg (Finset.subset_univ _)
      (fun _ _ _ => sq_nonneg _)
  exact (stepSq_lower_bound (f i) (f j) hi hj).trans
    (mul_le_mul_of_nonneg_right hs (sq_nonneg _))

end

end SaddleSearchShift
```

```lean
#print axioms SaddleSearchShift.shift_exists_iff
#print axioms SaddleSearchShift.two_shifts
#print axioms SaddleSearchShift.many_mode_bound
```

```
'SaddleSearchShift.shift_exists_iff' depends on axioms: [propext, Classical.choice, Quot.sound]
'SaddleSearchShift.two_shifts' depends on axioms: [propext, Classical.choice, Quot.sound]
'SaddleSearchShift.many_mode_bound' depends on axioms: [propext, Classical.choice, Quot.sound]
```

## From the tangent bound to the equivalence

`modeWeight_cube` is P³ = f1². `mode_bound` is the linear bound for one mode: after the denominator is cleared, `nlinarith` receives the product (P − tx)²(P + 2tx) as a nonnegative quantity and finishes by algebra.

`stepSq_lower_bound` chooses t with t·L = P + Q, applies `mode_bound` to each mode and adds the results. The equation `e` in its proof records that the terms containing the shift cancel.

`bestShift_spec` computes the distances from u* to the eigenvalues in `e1` and `e2`. They show that u* lies inside the interval, and inserting them into S gives the equality, which `field_simp` verifies for general positive P, Q and L.

`exists_shift_left` contains the continuity argument, with the explicit point x from the derivation. It starts from any shift `w` whose step is short enough, not only from u*.

In `shift_exists_iff`, the forward direction is the lower bound. The backward direction cancels the positive factor (b2 − b1)² to obtain S(u*) ≤ D², then calls `exists_shift_left`.

For `two_shifts`, the map u ↦ −u exchanges the modes, so the same lemma also finds a shift to the right of u*. Strictness of the hypothesis keeps both shifts away from u* itself. In `many_mode_bound`, the Newton equations identify the two selected terms of S with `s i ^ 2` and `s j ^ 2`; the remaining squares can only increase the sum.

## The intermediate value theorem on a falling curve

Existence of the shift comes from Mathlib's `intermediate_value_Icc'`. For a function continuous on a closed interval, it says that every value from the one at the right end up to the one at the left end is attained. The prime marks this order of the end values; the function need not be monotone in between.

Here the right end is `w`, where S ≤ D², and the left end is b1 + x, where S ≥ D². These two inequalities are the pair `⟨h, hbig⟩`. Continuity is needed only on this interval, which is essential because S has poles at both eigenvalues. The proof of `hc` checks that neither denominator vanishes there.

## Starting from a Hessian matrix

Another model would take a real symmetric matrix H and a gradient vector g, and define the step by (H − u·1)s = −g. The spectral theorem would then supply the eigenvalues and components that are given here as numbers, and the diagonalisation would become part of the statement. That H is the Hessian of a particular molecule would still be left to the user. The cost is a choice of basis: for a degenerate eigenvalue, the individual gradient components depend on the eigenvectors chosen, so a basis-free bound would use the length of the gradient's projection onto the whole eigenspace.
